# Black-body radiance per unit frequency peaks at photon energy 2.82–2.83 kT, per unit wavelength at 4.96–4.97 kT

A cavity at temperature $T$ is observed with two spectrometers, one binning radiant power (not photon counts) in frequency $\nu$ and one in wavelength $\lambda$. Both record a maximum, and the question is whether the two sit at the same photon energy. For an ideal black body obeying Planck's law they do not.

## The two peaks

With Planck's constant $h$, the speed of light $c$ and Boltzmann's constant $k$,
$$B_\nu=\frac{2h\nu^3/c^2}{e^{h\nu/kT}-1},\qquad B_\lambda=\frac{2hc^2/\lambda^5}{e^{hc/\lambda kT}-1}.$$
These postulated formulas describe non-interacting photons in three-dimensional vacuum modes with Bose–Einstein occupation $1/(e^x-1)$, where $x$ is the photon energy over $kT$. $B_\nu$ has a unique maximum at $\nu_0$ and $B_\lambda$ at $\lambda_0$, with
$$2.82\,kT<h\nu_0<2.83\,kT,\qquad 4.96\,kT<hc/\lambda_0<4.97\,kT.$$

## Grids, temperature fits and root finders

For a black body at a single temperature, a radiative-transfer or spectroscopy code can use these bounds to place a refined grid around the peak, or to convert a peak position into a temperature to within about 0.4 % (frequency) or 0.2 % (wavelength). If it solves for the peak by bisection on the derivative of the spectrum, the bounds supply a starting bracket that contains exactly one root.

Converting between the spectra invites a slip: substituting $\nu=c/\lambda$ in $B_\nu$ without the Jacobian $|d\nu/d\lambda|=c/\lambda^2$. That yields $\lambda^{-3}$ for $\lambda^{-5}$ and puts the wavelength peak at $c/\nu_0$, whereas $h\nu_0<hc/\lambda_0$ means $\lambda_0<c/\nu_0$.

## From the derivative to the brackets

For a natural number $n$ and $x>0$ let $p_n(x)=x^n/(e^x-1)$ and $w_n(x)=n(1-e^{-x})-x$. Then
$$B_\nu=\frac{2(kT)^3}{h^2c^2}\,p_3\!\left(\frac{h\nu}{kT}\right),\qquad B_\lambda=\frac{2(kT)^5}{h^4c^3}\,p_5\!\left(\frac{hc}{\lambda kT}\right).$$

1. The quotient rule gives
$$p_n'(x)=\frac{nx^{n-1}(e^x-1)-x^ne^x}{(e^x-1)^2}=\frac{p_n(x)\,e^x}{x(e^x-1)}\,w_n(x),$$
with a positive prefactor.
2. For $0<a<b$, strict convexity of the exponential between $-b$ and $0$ gives $e^{-a}<\frac ab e^{-b}+1-\frac ab$, that is $a(1-e^{-b})<b(1-e^{-a})$. If $x_0>0$ and $w_n(x_0)=0$, then $x_0w_n(x)=n\,[x_0(1-e^{-x})-x(1-e^{-x_0})]$ and $n>0$, so $w_n$ is positive on $(0,x_0)$ and negative beyond.
3. By the mean value theorem, $p_n(b)-p_n(a)$ has the sign of $w_n$ at some point of $(a,b)$. Applied between $x$ and $x_0$, this gives $p_n(x)<p_n(x_0)$ for every positive $x\ne x_0$.
4. Since $w_n(x)=[(n-x)e^x-n]e^{-x}$, the conditions $(n-a)e^a>n$ and $(n-b)e^b<n$ force a root in $(a,b)$. For $n\ge2$ take $a=n-1>0$ and $b=n$: they read $e^{n-1}>n$ and $0<n$.
5. For $n=3$, ten Taylor terms give $e^{2.82}\ge16.7$, and $0.18\cdot16.7>3$. From $e^{0.17}\ge1.17$ follows $1.17\,e^{2.83}\le e^3<2.72^3$, so $e^{2.83}<17.3$, and $0.17\cdot17.3<3$. For $n=5$, likewise $e^{4.96}\ge130$ with $0.04\cdot130>5$, and $e^{4.97}<2.72^5<150$ with $0.03\cdot150<5$.
6. With $x_3$ and $x_5$ the two peaks, set $\nu_0=x_3kT/h$ and $\lambda_0=hc/(x_5kT)$. The prefactors are positive and both changes of variable are one-to-one on the positive half-line, so strict maxima carry over.

## The Lean file

```lean
import Mathlib

open Real Set

namespace PlanckMaxima

noncomputable section

/-- Reduced Planck spectrum `x^n / (e^x - 1)` in the variable `x` = photon energy over `kT`;
`n = 3` per unit frequency, `n = 5` per unit wavelength. -/
def planck (n : ℕ) (x : ℝ) : ℝ := x ^ n / (exp x - 1)

/-- The function `n (1 - e^(-x)) - x`, whose vanishing is the Wien displacement equation. -/
def wien (n : ℕ) (x : ℝ) : ℝ := n * (1 - exp (-x)) - x

/-- `x₀ > 0` is the unique global maximum of `f` on the positive half-line. -/
def IsPeak (f : ℝ → ℝ) (x₀ : ℝ) : Prop := 0 < x₀ ∧ ∀ x, 0 < x → x ≠ x₀ → f x < f x₀

/-- Black-body spectral radiance per unit frequency `ν`. -/
def radianceFreq (h c k T ν : ℝ) : ℝ := 2 * h * ν ^ 3 / c ^ 2 / (exp (h * ν / (k * T)) - 1)

/-- Black-body spectral radiance per unit wavelength `l`. -/
def radianceWave (h c k T l : ℝ) : ℝ :=
  2 * h * c ^ 2 / l ^ 5 / (exp (h * c / (l * (k * T))) - 1)

/-- For `x > 0` the derivative of the reduced spectrum is `wien n x` times
`planck n x * e^x / (x (e^x - 1))`. -/
theorem hasDerivAt_planck (n : ℕ) {x : ℝ} (hx : 0 < x) :
    HasDerivAt (planck n) (planck n x * exp x / (x * (exp x - 1)) * wien n x) x := by
  have hE : exp x - 1 ≠ 0 := by linarith [add_one_lt_exp hx.ne'] |> fun h : 0 < exp x - 1 => h.ne'
  have hx' : x ≠ 0 := hx.ne'
  have hE' : exp x ≠ 0 := (exp_pos x).ne'
  have h0 := (hasDerivAt_pow n x).fun_div ((Real.hasDerivAt_exp x).sub_const 1) hE
  have h1 : HasDerivAt (planck n)
      (((n : ℝ) * x ^ (n - 1) * (exp x - 1) - x ^ n * exp x) / (exp x - 1) ^ 2) x := h0
  have h2 : (n : ℝ) * x ^ (n - 1) = n * x ^ n / x := by
    rw [eq_div_iff hx']
    cases n with
    | zero => simp
    | succ m => rw [Nat.add_sub_cancel]; ring
  refine h1.congr_deriv ?_
  rw [h2]
  simp only [planck, wien, exp_neg]
  field_simp

/-- If `x₀ > 0` solves the Wien equation, `wien n` is positive on `(0, x₀)` and negative
beyond `x₀`. -/
theorem wien_sign {n : ℕ} {x₀ : ℝ} (hx₀ : 0 < x₀) (h0 : wien n x₀ = 0) {x : ℝ} (hx : 0 < x) :
    (x < x₀ → 0 < wien n x) ∧ (x₀ < x → wien n x < 0) := by
  -- strict convexity of exp: (1 - e^(-x)) / x decreases strictly
  have key : ∀ a b : ℝ, 0 < a → a < b → a * (1 - exp (-b)) < b * (1 - exp (-a)) := by
    intro a b ha hab
    have hb : 0 < b := ha.trans hab
    have ht : a / b * b = a := div_mul_cancel₀ a hb.ne'
    have h1 := strictConvexOn_exp.2 (mem_univ (-b)) (mem_univ 0) (neg_ne_zero.2 hb.ne')
      (div_pos ha hb) (sub_pos.2 ((div_lt_one hb).2 hab))
      (show a / b + (1 - a / b) = 1 by ring)
    simp only [smul_eq_mul, mul_zero, add_zero, exp_zero, mul_one] at h1
    have e : a / b * -b = -a := by rw [mul_neg, ht]
    rw [e] at h1
    have h2 := mul_lt_mul_of_pos_right h1 hb
    have h3 : (a / b * exp (-b) + (1 - a / b)) * b = a * exp (-b) + b - a := by
      linear_combination (exp (-b) - 1) * ht
    rw [h3] at h2
    linarith
  have hn : (0 : ℝ) < n := by
    rcases (Nat.cast_nonneg n : (0 : ℝ) ≤ n).lt_or_eq with h | h
    · exact h
    · unfold wien at h0
      rw [← h] at h0
      linarith
  have e : x₀ * wien n x = n * (x₀ * (1 - exp (-x))) - n * (x * (1 - exp (-x₀))) := by
    unfold wien at h0 ⊢
    linear_combination x * h0
  constructor
  · intro h
    have h1 := mul_lt_mul_of_pos_left (key x x₀ hx h) hn
    exact (mul_pos_iff_of_pos_left hx₀).1 (by linarith)
  · intro h
    have h1 := mul_lt_mul_of_pos_left (key x₀ x hx₀ h) hn
    by_contra hc
    linarith [mul_nonneg hx₀.le (not_lt.1 hc)]

/-- A positive solution of the Wien equation is the unique global maximum of the reduced
spectrum. -/
theorem isPeak_of_root {n : ℕ} {x₀ : ℝ} (hx₀ : 0 < x₀) (h0 : wien n x₀ = 0) :
    IsPeak (planck n) x₀ := by
  -- mean value theorem: increments have the sign of `wien n` at an interior point
  have mvt : ∀ a b : ℝ, 0 < a → a < b →
      ∃ c ∈ Ioo a b, ∃ K, 0 < K ∧ planck n b - planck n a = K * wien n c := by
    intro a b ha hab
    obtain ⟨c, hc, hc'⟩ := exists_hasDerivAt_eq_slope (planck n)
      (fun y => planck n y * exp y / (y * (exp y - 1)) * wien n y) hab
      (fun y hy => (hasDerivAt_planck n (ha.trans_le hy.1)).continuousAt.continuousWithinAt)
      (fun y hy => hasDerivAt_planck n (ha.trans hy.1))
    have hc0 : 0 < c := ha.trans hc.1
    have hE : 0 < exp c - 1 := by linarith [add_one_lt_exp hc0.ne']
    have hp : 0 < planck n c := by
      unfold planck
      exact div_pos (pow_pos hc0 n) hE
    refine ⟨c, hc, planck n c * exp c / (c * (exp c - 1)) * (b - a),
      mul_pos (div_pos (mul_pos hp (exp_pos c)) (mul_pos hc0 hE)) (sub_pos.2 hab), ?_⟩
    rw [eq_div_iff (sub_pos.2 hab).ne'] at hc'

    linear_combination (-1 : ℝ) * hc'
  refine ⟨hx₀, fun x hx hne => ?_⟩
  rcases lt_or_gt_of_ne hne with h | h
  · obtain ⟨c, hc, K, hK, e⟩ := mvt x x₀ hx h
    linarith [mul_pos hK ((wien_sign hx₀ h0 (hx.trans hc.1)).1 hc.2)]
  · obtain ⟨c, hc, K, hK, e⟩ := mvt x₀ x hx₀ h
    linarith [mul_neg_of_pos_of_neg hK ((wien_sign hx₀ h0 (hx₀.trans hc.1)).2 hc.1)]

/-- If `0 < a ≤ b`, `(n - a) e^a > n` and `(n - b) e^b < n`, the reduced spectrum has its unique
global maximum in `(a, b)`, at a solution of the Wien equation. -/
theorem peak_of_bracket {n : ℕ} {a b : ℝ} (ha0 : 0 < a) (hab : a ≤ b)
    (ha : n < (n - a) * exp a) (hb : (n - b) * exp b < n) :
    ∃ x₀ ∈ Ioo a b, wien n x₀ = 0 ∧ IsPeak (planck n) x₀ := by
  have e : ∀ x, wien n x = ((n - x) * exp x - n) * exp (-x) := by
    intro x
    have h : exp x * exp (-x) = 1 := by rw [← exp_add, add_neg_cancel, exp_zero]
    unfold wien
    linear_combination (-((n : ℝ) - x)) * h
  have h1 : 0 < wien n a := by rw [e]; exact mul_pos (sub_pos.2 ha) (exp_pos _)
  have h2 : wien n b < 0 := by rw [e]; exact mul_neg_of_neg_of_pos (sub_neg.2 hb) (exp_pos _)
  have hc : Continuous (wien n) := by unfold wien; fun_prop
  obtain ⟨x₀, hx, h0⟩ := intermediate_value_Ioo' hab hc.continuousOn ⟨h2, h1⟩
  exact ⟨x₀, hx, h0, isPeak_of_root (ha0.trans hx.1) h0⟩

/-- For every `n ≥ 2` the reduced spectrum has a unique global maximum, which lies in
`(n - 1, n)` and solves the Wien equation. -/
theorem exists_peak {n : ℕ} (hn : 2 ≤ n) :
    ∃ x₀ ∈ Ioo ((n : ℝ) - 1) n, wien n x₀ = 0 ∧ IsPeak (planck n) x₀ := by
  have h2 : (2 : ℝ) ≤ n := by exact_mod_cast hn
  have h1 : 0 < (n : ℝ) - 1 := by linarith
  refine peak_of_bracket h1 (by linarith) ?_ ?_
  · rw [show (n : ℝ) - (n - 1) = 1 by ring]
    linarith [add_one_lt_exp h1.ne']
  · rw [sub_self, zero_mul]
    linarith

/-- For `n ≥ 2` a point is the unique global maximum of the reduced spectrum exactly when it is
a positive solution of the Wien equation. -/
theorem isPeak_iff {n : ℕ} (hn : 2 ≤ n) (x : ℝ) :
    IsPeak (planck n) x ↔ 0 < x ∧ wien n x = 0 := by
  refine ⟨fun h => ⟨h.1, ?_⟩, fun h => isPeak_of_root h.1 h.2⟩
  obtain ⟨x₀, -, h0, hp⟩ := exists_peak hn
  by_cases e : x = x₀
  · rw [e, h0]
  · exact absurd (hp.2 x h.1 e) (not_lt.2 (h.2 x₀ hp.1 (Ne.symm e)).le)

/-- `x^3 / (e^x - 1)` has its unique global maximum between 2.82 and 2.83. -/
theorem peak_three : ∃ x₀ ∈ Ioo (2.82 : ℝ) 2.83, IsPeak (planck 3) x₀ := by
  have h1 : (16.7 : ℝ) ≤ exp 2.82 :=
    le_trans (by norm_num [Finset.sum_range_succ, Nat.factorial])
      (Real.sum_le_exp_of_nonneg (by norm_num : (0 : ℝ) ≤ 2.82) 10)
  have he : exp 1 < 2.72 := lt_trans Real.exp_one_lt_d9 (by norm_num)
  have h3 : exp 1 ^ 3 < 2.72 ^ 3 := pow_lt_pow_left₀ he (exp_pos 1).le (by norm_num)
  have e : exp 2.83 * exp 0.17 = exp 1 ^ 3 := by
    rw [← exp_add, ← Real.exp_nat_mul]; congr 1; norm_num
  have h4 := mul_le_mul_of_nonneg_left (add_one_le_exp 0.17) (exp_pos 2.83).le
  rw [e] at h4
  have h2 : exp 2.83 < 17.3 := by nlinarith
  obtain ⟨x₀, hx, -, hp⟩ := peak_of_bracket (n := 3) (a := 2.82) (b := 2.83) (by norm_num)
    (by norm_num) (by push_cast; nlinarith) (by push_cast; nlinarith)
  exact ⟨x₀, hx, hp⟩

/-- `x^5 / (e^x - 1)` has its unique global maximum between 4.96 and 4.97. -/
theorem peak_five : ∃ x₀ ∈ Ioo (4.96 : ℝ) 4.97, IsPeak (planck 5) x₀ := by
  have h1 : (130 : ℝ) ≤ exp 4.96 :=
    le_trans (by norm_num [Finset.sum_range_succ, Nat.factorial])
      (Real.sum_le_exp_of_nonneg (by norm_num : (0 : ℝ) ≤ 4.96) 10)
  have he : exp 1 < 2.72 := lt_trans Real.exp_one_lt_d9 (by norm_num)
  have h3 : exp 1 ^ 5 < 2.72 ^ 5 := pow_lt_pow_left₀ he (exp_pos 1).le (by norm_num)
  have h4 : exp 4.97 < exp 1 ^ 5 := by
    rw [← Real.exp_nat_mul]; exact exp_lt_exp.2 (by norm_num)
  have h2 : exp 4.97 < 150 := lt_trans (h4.trans h3) (by norm_num)
  obtain ⟨x₀, hx, -, hp⟩ := peak_of_bracket (n := 5) (a := 4.96) (b := 4.97) (by norm_num)
    (by norm_num) (by push_cast; nlinarith) (by push_cast; nlinarith)
  exact ⟨x₀, hx, hp⟩

/-- The radiance per frequency peaks at a photon energy `hν₀` between `2.82 kT` and `2.83 kT`, the
radiance per wavelength at `hc/l₀` between `4.96 kT` and `4.97 kT`, and `hν₀ < hc/l₀`. -/
theorem radiance_peaks {h c k T : ℝ} (hh : 0 < h) (hc : 0 < c) (hk : 0 < k) (hT : 0 < T) :
    ∃ ν₀ l₀, IsPeak (radianceFreq h c k T) ν₀ ∧ IsPeak (radianceWave h c k T) l₀ ∧
      h * ν₀ ∈ Ioo (2.82 * (k * T)) (2.83 * (k * T)) ∧
      h * c / l₀ ∈ Ioo (4.96 * (k * T)) (4.97 * (k * T)) ∧ h * ν₀ < h * c / l₀ := by
  obtain ⟨x, hx, hx0, hxp⟩ := peak_three
  obtain ⟨y, hy, hy0, hyp⟩ := peak_five
  have hθ : 0 < k * T := mul_pos hk hT
  -- both radiances are positive multiples of a reduced spectrum
  have eF : ∀ ν, radianceFreq h c k T ν
      = 2 * (k * T) ^ 3 / (h ^ 2 * c ^ 2) * planck 3 (h * ν / (k * T)) := by
    intro ν
    simp only [radianceFreq, planck]
    rw [← mul_div_assoc]; congr 1; field_simp
  have eW : ∀ l, 0 < l → radianceWave h c k T l
      = 2 * (k * T) ^ 5 / (h ^ 4 * c ^ 3) * planck 5 (h * c / (l * (k * T))) := by
    intro l hl
    simp only [radianceWave, planck]
    rw [← mul_div_assoc]; congr 1; field_simp
  have e1 : h * (x * (k * T) / h) = x * (k * T) := by field_simp
  have e2 : h * c / (h * c / (y * (k * T))) = y * (k * T) := by field_simp
  have hl : 0 < h * c / (y * (k * T)) := by positivity
  refine ⟨x * (k * T) / h, h * c / (y * (k * T)), ⟨by positivity, fun ν hν hne => ?_⟩,
    ⟨hl, fun l hl' hne => ?_⟩, ?_, ?_, ?_⟩
  · rw [eF, eF, show h * (x * (k * T) / h) / (k * T) = x by field_simp]
    refine mul_lt_mul_of_pos_left (hxp _ (by positivity) fun e => hne ?_) (by positivity)
    rw [← e]; field_simp
  · rw [eW _ hl', eW _ hl, show h * c / (h * c / (y * (k * T)) * (k * T)) = y by field_simp]
    refine mul_lt_mul_of_pos_left (hyp _ (by positivity) fun e => hne ?_) (by positivity)
    rw [← e]; field_simp
  · rw [e1]
    exact ⟨mul_lt_mul_of_pos_right hx.1 hθ, mul_lt_mul_of_pos_right hx.2 hθ⟩
  · rw [e2]
    exact ⟨mul_lt_mul_of_pos_right hy.1 hθ, mul_lt_mul_of_pos_right hy.2 hθ⟩
  · rw [e1, e2]
    exact mul_lt_mul_of_pos_right (hx.2.trans (lt_trans (by norm_num) hy.1)) hθ

end

end PlanckMaxima
```

```lean
#print axioms PlanckMaxima.isPeak_iff
-- 'PlanckMaxima.isPeak_iff' depends on axioms: [propext, Classical.choice, Quot.sound]
#print axioms PlanckMaxima.radiance_peaks
-- 'PlanckMaxima.radiance_peaks' depends on axioms: [propext, Classical.choice, Quot.sound]
```

## Reading the theorems

`planck` and `wien` are $p_n$ and $w_n$; `radianceFreq` and `radianceWave` are $B_\nu$ and $B_\lambda$, with `l` for $\lambda$. `IsPeak f x₀` says that $x_0>0$ and $f(x)<f(x_0)$ at every other $x>0$; the strict inequality makes the maximum unique. `exists_peak` places a peak in $(n-1,n)$ for every $n\ge2$, already in $(1,2)$ for $n=2$. `isPeak_iff` identifies it with the positive root of $w_n$; positivity excludes $x=0$, which also solves $w_n=0$ and can attract an unbracketed solver. `peak_three` and `peak_five` give the open intervals (`Ioo`) for $x_3$ and $x_5$. `radiance_peaks` holds for arbitrary positive reals `h c k T`, in any consistent units.

The lemmas follow the numbered steps. `hasDerivAt_planck` applies `fun_div` and rearranges with `field_simp`. In `wien_sign`, `key` is the convexity inequality from `strictConvexOn_exp`, and a `linear_combination` yields the identity for $x_0w_n(x)$. `isPeak_of_root` uses `exists_hasDerivAt_eq_slope` in `mvt` and then splits into $x<x_0$ and $x>x_0$. `peak_of_bracket` calls `intermediate_value_Ioo'`, and `exists_peak` supplies it with `add_one_lt_exp`. `isPeak_iff` compares a given peak with that one: two distinct peaks would each exceed the other. The numerical theorems take lower bounds from `Real.sum_le_exp_of_nonneg` and $e<2.72$ from `Real.exp_one_lt_d9`. In `radiance_peaks`, `eF` and `eW` are the two rescalings.

## Limits for a numerical code

Together, `exists_peak` and `wien_sign` give what bisection needs in exact arithmetic: for $n\ge2$, the continuous function $w_n$ changes sign once on the positive half-line, inside $(n-1,n)$. All statements concern real numbers, so rounding in $e^x-1$ at small $x$, overflow at large $x$ and convergence of an iteration are not addressed.

The two radiances are independent definitions, and the remarks above on the Jacobian and on mode occupation are physical background that no theorem in the file establishes. The exponent is a natural number, so an emissivity $\propto\nu^\beta$ with non-integer $\beta$ falls outside the statements. A dispersive medium, whose refractive index varies with frequency, and a mixture of temperatures are not covered either. Wien's displacement law is usually read as the exact constancy of $\lambda_0T$; `radiance_peaks` states only that $hc/(\lambda_0kT)$ lies between $4.96$ and $4.97$ at each temperature.
